# The radiative lifetime of a thermalised exciton gas with a fixed bright energy window grows as $T^{d/2}$ at high temperature

**A.** Take a classical, thermalised exciton gas in $d>0$ dimensions, with density of states proportional to $E^{d/2-1}$ in the kinetic energy $E$. Only excitons below a fixed energy $E_0>0$ radiate, all at the same rate $G_0>0$. Let $T>0$ be the temperature in energy units, $s=d/2$ and $x=E_0/T$. The fraction $F$ of excitons below $E_0$ then satisfies

$$e^{-x}\,\frac{x^{s}}{\Gamma(s+1)}\;\le\;F\;\le\;\frac{x^{s}}{\Gamma(s+1)},$$

and the lifetime $\tau=1/(G_0F)$ satisfies $\tau/T^{s}\to\Gamma(s+1)/(G_0E_0^{s})$ as $T\to\infty$.

**Q.** Before any code, show me the derivation. Where does the power of $T$ come from?

**A.** From the normalisation. Substituting $E=Tu$ gives the total weight

$$Z=\int_0^\infty E^{s-1}e^{-E/T}\,dE=T^{s}\,\Gamma(s).$$

The weight below the cutoff is $B=\int_0^{E_0}E^{s-1}e^{-E/T}\,dE$. On that interval $e^{-x}\le e^{-E/T}\le 1$, and $\int_0^{E_0}E^{s-1}dE=E_0^{s}/s$, so

$$e^{-x}\,\frac{E_0^{s}}{s}\le B\le\frac{E_0^{s}}{s}.$$

Divide by $Z$ and use $s\,\Gamma(s)=\Gamma(s+1)$: this is the bound on $F=B/Z$. Multiplying by $T^{s}$ gives

$$e^{-E_0/T}\,\frac{E_0^{s}}{\Gamma(s+1)}\le T^{s}F\le\frac{E_0^{s}}{\Gamma(s+1)}.$$

The left side tends to the right side, so $T^sF\to E_0^s/\Gamma(s+1)$. Since $\tau/T^{s}=1/(G_0T^{s}F)$, inverting the limit gives the lifetime law.

**Q.** And how hot is "high temperature"?

**A.** The bounds tell you: $\tau$ exceeds its leading form by a factor between $1$ and $e^{x}$. At $x=0.1$ that is less than 11%.

**Q.** Now the formal version. I suspect that the answer has been written into the definitions.

**A.** Look at what they contain. The file starts with the import and the namespace.

```lean
import Mathlib

open MeasureTheory Set Filter Topology

namespace ExcitonRadiativeFraction

noncomputable section
```

The weight is the density of states for a parabolic band times the Boltzmann factor. Its constant prefactor is omitted because it cancels in $F$.

```lean
/-- Thermal weight of excitons with kinetic energy `E` in `d` dimensions: the density of states
`E^(d/2-1)` times the Boltzmann factor, with `T > 0` in energy units and `E > 0`. -/
def thermalWeight (d T E : ℝ) : ℝ := E ^ (d / 2 - 1) * Real.exp (-E / T)
```

The dimension `d` is a real number, so 1, 2 and 3 are all covered, and the code writes `d / 2` where I write $s$. The fraction is a quotient of two integrals, with no power law inserted:

```lean
/-- Fraction of a thermal exciton gas with kinetic energy below `E0`, for `d > 0`, `T > 0` and
`E0 ≥ 0`. -/
def brightFraction (d E0 T : ℝ) : ℝ :=
  (∫ E in (0 : ℝ)..E0, thermalWeight d T E) / ∫ E in Ioi (0 : ℝ), thermalWeight d T E
```

**Q.** The lifetime, though, is simply defined.

**A.** Yes, that part is a model. If scattering restores the thermal distribution much faster than the bright excitons radiate, that is, at a rate well above $G_0$, the population $N$ obeys $\dot N=-G_0F\,N$, and its lifetime is $1/(G_0F)$. The code takes this formula as its starting point and does not derive it from a kinetic equation.

```lean
/-- Radiative lifetime of a thermalised gas in which the excitons below `E0` decay at the common
rate `G0` and the others are dark, for `d`, `G0`, `E0`, `T` positive. -/
def lifetime (d G0 E0 T : ℝ) : ℝ := 1 / (G0 * brightFraction d E0 T)
```

**Q.** What do $E_0$ and $G_0$ stand for?

**A.** In a sheet or a wire, $E_0$ expresses conservation of momentum along the structure: an exciton can emit a photon only if that momentum is small enough for light to carry away, which caps its kinetic energy. $G_0$ is the radiative rate of an exciton that meets this condition. Both are positive constants independent of $T$. The model leaves out Bose statistics, ionisation, spin-dark states and nonradiative decay. In a bulk crystal the photon must match the exciton's whole momentum as well as its energy, so momentum conservation doesn't produce such a window, and polariton propagation matters too. For $d=3$ the window is therefore an assumption of the model.

Within this non-interacting, single-band, single-rate model, the result converts a rate $G_0$, for instance from a Bethe–Salpeter calculation, and a cutoff $E_0$ into a thermal lifetime.

**Q.** Then take me through the proof. First the normalisation.

**A.** Mathlib has the Gamma integral for a decay constant $r$. The proof sets $r=1/T$ and rewrites the exponent to match.

```lean
/-- For `d > 0` and `T > 0` the total thermal weight is `T^(d/2) Γ(d/2)`. -/
theorem total_weight {d T : ℝ} (hd : 0 < d) (hT : 0 < T) :
    ∫ E in Ioi (0 : ℝ), thermalWeight d T E = T ^ (d / 2) * Real.Gamma (d / 2) := by
  have h := Real.integral_rpow_mul_exp_neg_mul_Ioi (a := d / 2) (r := 1 / T)
    (by positivity) (by positivity)
  rw [one_div_one_div] at h
  have e : ∀ E : ℝ, thermalWeight d T E = E ^ (d / 2 - 1) * Real.exp (-(1 / T * E)) := by
    intro E
    unfold thermalWeight
    rw [show -E / T = -(1 / T * E) by ring]
  simp only [e]
  exact h
```

**Q.** In one dimension the density of states diverges at $E=0$. Does the estimate below $E_0$ survive that?

**A.** It does, because $E^{s-1}$ is integrable at zero whenever $s>0$. In the next proof, `hI` evaluates the power integral, `hp` and `hw` supply integrability, and `integral_mono_on` turns each pointwise inequality for the Boltzmann factor into an inequality between integrals.

```lean
/-- For positive `d`, `E0` and `T`, the thermal weight below `E0` lies between
`exp(-E0/T)` times `E0^(d/2)/(d/2)` and `E0^(d/2)/(d/2)` itself. -/
theorem bright_weight_bounds {d E0 T : ℝ} (hd : 0 < d) (hE : 0 < E0) (hT : 0 < T) :
    Real.exp (-E0 / T) * (E0 ^ (d / 2) / (d / 2)) ≤ ∫ E in (0 : ℝ)..E0, thermalWeight d T E ∧
      ∫ E in (0 : ℝ)..E0, thermalWeight d T E ≤ E0 ^ (d / 2) / (d / 2) := by
  have hI : ∫ E in (0 : ℝ)..E0, E ^ (d / 2 - 1) = E0 ^ (d / 2) / (d / 2) := by
    rw [integral_rpow (Or.inl (by linarith)), sub_add_cancel,
      Real.zero_rpow (by positivity), sub_zero]
  have hp : IntervalIntegrable (fun E : ℝ => E ^ (d / 2 - 1)) volume 0 E0 :=
    intervalIntegral.intervalIntegrable_rpow' (by linarith)
  have hc : Continuous (fun E : ℝ => Real.exp (-E / T)) := by fun_prop
  have hw : IntervalIntegrable (fun E => thermalWeight d T E) volume 0 E0 :=
    hp.mul_continuousOn hc.continuousOn
  constructor
  · -- the Boltzmann factor is smallest at the edge `E0`
    rw [← hI, ← intervalIntegral.integral_const_mul]
    refine intervalIntegral.integral_mono_on hE.le (hp.const_mul _) hw (fun E hx => ?_)
    have h2 : E ≤ E0 := hx.2
    have h3 : Real.exp (-E0 / T) ≤ Real.exp (-E / T) := Real.exp_le_exp.mpr (by gcongr)
    show Real.exp (-E0 / T) * E ^ (d / 2 - 1) ≤ E ^ (d / 2 - 1) * Real.exp (-E / T)
    rw [mul_comm]
    exact mul_le_mul_of_nonneg_left h3 (Real.rpow_nonneg hx.1 _)
  · -- and never exceeds one
    rw [← hI]
    refine intervalIntegral.integral_mono_on hE.le hw hp (fun E hx => ?_)
    have h3 : Real.exp (-E / T) ≤ 1 :=
      Real.exp_le_one_iff.mpr (div_nonpos_of_nonpos_of_nonneg (neg_nonpos.mpr hx.1) hT.le)
    exact mul_le_of_le_one_right (Real.rpow_nonneg hx.1 _) h3
```

Division by the total weight comes next. The equation `key` is the identity $x^{s}/\Gamma(s+1)=(E_0^{s}/s)/(T^{s}\Gamma(s))$, obtained from `Real.Gamma_add_one`.

```lean
/-- For positive `d`, `E0` and `T`, the fraction of excitons below `E0` is at most
`(E0/T)^(d/2)/Γ(d/2+1)` and at least `exp(-E0/T)` times that value. -/
theorem brightFraction_bounds {d E0 T : ℝ} (hd : 0 < d) (hE : 0 < E0) (hT : 0 < T) :
    Real.exp (-E0 / T) * ((E0 / T) ^ (d / 2) / Real.Gamma (d / 2 + 1)) ≤ brightFraction d E0 T ∧
      brightFraction d E0 T ≤ (E0 / T) ^ (d / 2) / Real.Gamma (d / 2 + 1) := by
  obtain ⟨h1, h2⟩ := bright_weight_bounds hd hE hT
  have hG : 0 < Real.Gamma (d / 2) := Real.Gamma_pos_of_pos (by positivity)
  have hZ : 0 < T ^ (d / 2) * Real.Gamma (d / 2) := by positivity
  have key : (E0 / T) ^ (d / 2) / Real.Gamma (d / 2 + 1)
      = E0 ^ (d / 2) / (d / 2) / (T ^ (d / 2) * Real.Gamma (d / 2)) := by
    rw [Real.div_rpow hE.le hT.le, Real.Gamma_add_one (by positivity)]
    ring
  unfold brightFraction
  rw [total_weight hd hT, key]
  constructor
  · rw [← mul_div_assoc]
    exact div_le_div_of_nonneg_right h1 hZ.le
  · exact div_le_div_of_nonneg_right h2 hZ.le
```

**Q.** What would go wrong if I dropped the condition $d>0$?

**A.** Try $d=0$. The weight becomes $E^{-1}e^{-E/T}$, whose integral diverges logarithmically at zero, so there is no thermal fraction to speak of. Lean assigns the value 0 to such an integral, which makes `brightFraction 0 E0 T` equal to 0, while the lower bound would demand $e^{-E_0/T}\le 0$. That is false.

**Q.** Fair. Now the limit.

**A.** It is the squeeze from the derivation. `h1` shows that the lower bound tends to the same constant as the upper one, and `hs` is the identity $T^{s}(E_0/T)^{s}=E_0^{s}$. The bounds hold for $T>0$, which is enough for a limit at infinity.

```lean
/-- For positive `d` and `E0`, the fraction of excitons below `E0` times `T^(d/2)` tends to
`E0^(d/2)/Γ(d/2+1)` at high temperature. -/
theorem brightFraction_highTemperature {d E0 : ℝ} (hd : 0 < d) (hE : 0 < E0) :
    Tendsto (fun T => T ^ (d / 2) * brightFraction d E0 T) atTop
      (𝓝 (E0 ^ (d / 2) / Real.Gamma (d / 2 + 1))) := by
  have h0 : Tendsto (fun T : ℝ => -E0 / T) atTop (𝓝 0) :=
    tendsto_const_nhds.div_atTop tendsto_id
  have h1 : ∀ C : ℝ, Tendsto (fun T : ℝ => Real.exp (-E0 / T) * C) atTop (𝓝 C) := by
    intro C
    have h := ((Real.continuous_exp.tendsto 0).comp h0).mul_const C
    rw [Real.exp_zero, one_mul] at h
    exact h
  have hs : ∀ T : ℝ, 0 < T → T ^ (d / 2) * (E0 / T) ^ (d / 2) = E0 ^ (d / 2) := by
    intro T hT
    rw [← Real.mul_rpow hT.le (by positivity), show T * (E0 / T) = E0 by field_simp]
  -- squeeze between the two bounds
  refine tendsto_of_tendsto_of_tendsto_of_le_of_le' (h1 _) tendsto_const_nhds ?_ ?_
  · filter_upwards [eventually_gt_atTop 0] with T hT
    have h := mul_le_mul_of_nonneg_left (brightFraction_bounds hd hE hT).1
      (Real.rpow_nonneg hT.le (d / 2))
    rwa [mul_left_comm, ← mul_div_assoc, hs T hT] at h
  · filter_upwards [eventually_gt_atTop 0] with T hT
    have h := mul_le_mul_of_nonneg_left (brightFraction_bounds hd hE hT).2
      (Real.rpow_nonneg hT.le (d / 2))
    rwa [← mul_div_assoc, hs T hT] at h
```

For the lifetime, the proof multiplies this limit by $G_0$ and inverts it. Inversion requires a nonzero limit, which `hne` provides.

```lean
/-- For positive `d`, `G0` and `E0`, the radiative lifetime divided by `T^(d/2)` tends to
`Γ(d/2+1)/(G0 E0^(d/2))` at high temperature. -/
theorem lifetime_highTemperature {d G0 E0 : ℝ} (hd : 0 < d) (hG : 0 < G0) (hE : 0 < E0) :
    Tendsto (fun T => lifetime d G0 E0 T / T ^ (d / 2)) atTop
      (𝓝 (Real.Gamma (d / 2 + 1) / (G0 * E0 ^ (d / 2)))) := by
  have hΓ : 0 < Real.Gamma (d / 2 + 1) := Real.Gamma_pos_of_pos (by positivity)
  have hne : G0 * (E0 ^ (d / 2) / Real.Gamma (d / 2 + 1)) ≠ 0 := by positivity
  have h := ((brightFraction_highTemperature hd hE).const_mul G0).inv₀ hne
  rw [← mul_div_assoc, inv_div] at h
  refine h.congr (fun T => ?_)
  unfold lifetime
  ring
```

**Q.** An experimentalist may know neither $G_0$ nor $E_0$. Is there a statement without the prefactor?

**A.** Change the temperature from $T$ to $cT$ with $c>0$ fixed; $c>1$ means heating. Then

$$\frac{\tau(cT)}{\tau(T)}=c^{s}\;\frac{\tau(cT)/(cT)^{s}}{\tau(T)/T^{s}}\;\longrightarrow\;c^{s},$$

because numerator and denominator of the last fraction have the same nonzero limit. In the limit, doubling the temperature doubles the lifetime in two dimensions and multiplies it by $\sqrt2$ in one. In the code, `h2` is the limit of the right-hand side and `key` is the algebra that identifies it with the ratio on the left.

```lean
/-- For positive `d`, `G0`, `E0` and `c`, raising the temperature from `T` to `c T` multiplies the
radiative lifetime by a factor that tends to `c^(d/2)` at high temperature. -/
theorem lifetime_ratio {d G0 E0 c : ℝ} (hd : 0 < d) (hG : 0 < G0) (hE : 0 < E0) (hc : 0 < c) :
    Tendsto (fun T => lifetime d G0 E0 (c * T) / lifetime d G0 E0 T) atTop
      (𝓝 (c ^ (d / 2))) := by
  have hΓ : 0 < Real.Gamma (d / 2 + 1) := Real.Gamma_pos_of_pos (by positivity)
  have hL : Real.Gamma (d / 2 + 1) / (G0 * E0 ^ (d / 2)) ≠ 0 := by positivity
  have h := lifetime_highTemperature hd hG hE
  have hcT : Tendsto (fun T : ℝ => c * T) atTop atTop := tendsto_id.const_mul_atTop hc
  -- the unknown prefactor cancels in the quotient
  have h2 := ((h.comp hcT).div h hL).const_mul (c ^ (d / 2))
  rw [div_self hL, mul_one] at h2
  have key : ∀ a b p q : ℝ, p ≠ 0 → q ≠ 0 → p * (a / (p * q) / (b / q)) = a / b := by
    intro a b p q hp hq
    rcases eq_or_ne b 0 with rfl | hb
    · simp
    · field_simp
  refine h2.congr' ?_
  filter_upwards [eventually_gt_atTop 0] with T hT
  show c ^ (d / 2) * (lifetime d G0 E0 (c * T) / (c * T) ^ (d / 2) /
    (lifetime d G0 E0 T / T ^ (d / 2))) = _
  rw [Real.mul_rpow hc.le hT.le]
  exact key _ _ _ _ (Real.rpow_pos_of_pos hc _).ne' (Real.rpow_pos_of_pos hT _).ne'
```

**Q.** Can I test the definitions against a case that I can solve completely?

**A.** Two dimensions. There $s=1$, the density of states is constant, and

$$F=\frac{1}{T}\int_0^{E_0}e^{-E/T}\,dE=1-e^{-E_0/T}$$

at every $T>0$. As $T\to0$ with $E_0>0$, all excitons become bright and $\tau\to1/G_0$, as you would expect. The proof differentiates $-Te^{-E/T}$ to confirm the antiderivative, then divides by the total weight, which is $T$.

```lean
/-- For `d = 2`, `T > 0` and every real `E0`, `brightFraction` equals `1 - exp(-E0/T)`. When
`E0 ≥ 0` this is the fraction of excitons below `E0` in two dimensions. -/
theorem brightFraction_two {E0 T : ℝ} (hT : 0 < T) :
    brightFraction 2 E0 T = 1 - Real.exp (-E0 / T) := by
  have hw : ∀ E : ℝ, thermalWeight 2 T E = Real.exp (-E / T) := by
    intro E
    simp [thermalWeight]
  have hc : Continuous (fun E : ℝ => Real.exp (-E / T)) := by fun_prop
  have hder : ∀ x : ℝ, HasDerivAt (fun E : ℝ => -T * Real.exp (-E / T))
      (Real.exp (-x / T)) x := by
    intro x
    have h := (((hasDerivAt_id' x).fun_neg.div_const T).exp).const_mul (-T)
    exact h.congr_deriv (by field_simp)
  have hI := intervalIntegral.integral_eq_sub_of_hasDerivAt (a := 0) (b := E0)
    (fun x _ => hder x) (hc.intervalIntegrable _ _)
  unfold brightFraction
  rw [total_weight (by norm_num) hT]
  simp only [hw]
  rw [hI, show (2 : ℝ) / 2 = 1 by norm_num, Real.rpow_one, Real.Gamma_one, neg_zero, zero_div,
    Real.exp_zero, mul_one, mul_one, div_eq_iff hT.ne']
  ring

end

end ExcitonRadiativeFraction
```

```lean
#print axioms ExcitonRadiativeFraction.lifetime_highTemperature
-- 'ExcitonRadiativeFraction.lifetime_highTemperature' depends on axioms: [propext, Classical.choice, Quot.sound]
#print axioms ExcitonRadiativeFraction.lifetime_ratio
-- 'ExcitonRadiativeFraction.lifetime_ratio' depends on axioms: [propext, Classical.choice, Quot.sound]
#print axioms ExcitonRadiativeFraction.brightFraction_two
-- 'ExcitonRadiativeFraction.brightFraction_two' depends on axioms: [propext, Classical.choice, Quot.sound]
```

**Q.** One doubt remains. Real excitons inside the bright window don't all decay at the same rate. Does the exponent depend on that idealisation?

**A.** No, provided the rate depends on energy but not on temperature. Replace $G_0$ by a rate $g(E)\ge0$ on $(0,E_0)$ for which $\int_0^{E_0}g(E)E^{s-1}dE$ is finite and positive. The ensemble rate is then

$$R=\frac{1}{T^{s}\Gamma(s)}\int_0^{E_0}g(E)\,E^{s-1}e^{-E/T}\,dE.$$

The same bounds on the Boltzmann factor give

$$T^{s}R\;\longrightarrow\;\frac{1}{\Gamma(s)}\int_0^{E_0}g(E)\,E^{s-1}\,dE.$$

So $1/R$ still grows as $T^{d/2}$, and only the prefactor changes. This variant is derived by hand here and is not part of the Lean file; setting $g=G_0$ recovers the prefactor of the constant-rate theorems above.
